# Recovering the electron–phonon mass enhancement from zero-temperature electron linewidths

## An electron that can only emit phonons

Put an electron at energy \(x\) above the Fermi level of a metal at zero temperature, and consider only its interaction with phonons. There are no phonons to absorb, so to lowest order it decays by emitting one, and the emitted phonon can carry away at most the energy \(x\). If the electronic density of states and the coupling do not vary with electron energy, the width of the electronic level therefore grows with \(x\) as more phonons come within reach, and it stops growing once \(x\) exceeds the highest phonon energy.

The same phonons make electrons at the Fermi level heavier, by a factor \(1+\lambda\). The width involves real emission and the mass involves virtual phonons. Can \(\lambda\) be obtained from the widths alone?

Let \(a(s)\) be the Eliashberg function, usually written \(\alpha^2F(\omega)\), which is the phonon density of states at energy \(s\) weighted by the coupling to electrons. With \(\hbar=1\), the linewidth and the mass-enhancement parameter are

\[
\Gamma(x)=2\pi\int_0^x a(s)\,ds,\qquad
\lambda=2\int_0^\infty \frac{a(s)}{s}\,ds .
\]

The first formula is the lowest-order decay rate, averaged over electron states of the same energy, for an electronic density of states and a coupling that do not vary with electron energy near the Fermi level. Here \(\Gamma\) is the full width, twice the magnitude of the imaginary part of the self-energy.

## The identity for a gapped phonon band

Suppose that \(a\) is continuous and nonnegative, and vanishes outside a band \([p,q]\) with \(0<p\le q\). Then \(\Gamma(x)/x^2\) is integrable over \(x>0\), and

\[
\lambda=\frac1\pi\int_0^\infty\frac{\Gamma(x)}{x^2}\,dx .
\]

With \(A(x)=\int_0^x a(s)\,ds\), so that \(\Gamma=2\pi A\), this reads

\[
2\int_p^q\frac{a(s)}{s}\,ds=2\int_0^\infty\frac{A(x)}{x^2}\,dx .
\]

The condition \(p>0\) says that no phonon of arbitrarily low energy couples to the electrons. It suits coupling to an optical branch; acoustic phonons, whose energies reach down to zero, violate it. The condition serves the proof given here. For nonnegative \(a\) the identity also holds without a gap whenever \(a(s)/s\) is integrable over \(s>0\), as exchanging the order of integration in \(\int_0^\infty A(x)/x^2\,dx\) shows, but the Lean theorems below do not cover that case.

## Derivation by parts

For \(x>0\) define

\[
F(x)=2\pi\int_0^x\frac{a(s)}{s}\,ds-\frac{\Gamma(x)}{x}.
\]

Since \(\Gamma'(x)=2\pi a(x)\), the quotient rule gives

\[
F'(x)=\frac{2\pi a(x)}{x}-\frac{2\pi a(x)\,x-\Gamma(x)}{x^2}=\frac{\Gamma(x)}{x^2}.
\]

For \(0<x<p\) both terms of \(F\) vanish, so \(F\) extends continuously to the origin with \(F(0)=0\). For \(x\ge q\) the first term has collected the whole band and equals \(\pi\lambda\), while \(\Gamma(x)=\Gamma(q)\). Hence

\[
F(x)=\pi\lambda-\frac{\Gamma(q)}{x}\longrightarrow\pi\lambda\qquad(x\to\infty).
\]

Thus \(\int_0^X\Gamma(x)/x^2\,dx=F(X)\) for every \(X>0\). The integrand is nonnegative and these integrals have a finite limit, so the integral over all \(x>0\) converges, with value \(\pi\lambda\).

## A finite energy window and two bounds

Stopping at \(X\ge q\), where \(F(X)=\pi\lambda-\Gamma(X)/X\), gives

\[
\lambda=\frac1\pi\left(\int_0^X\frac{\Gamma(x)}{x^2}\,dx+\frac{\Gamma(X)}{X}\right).
\]

The last term is the contribution of the constant linewidth above \(X\). Leaving it out underestimates \(\lambda\) by \(\Gamma(X)/(\pi X)\).

On the band, \(1/q\le 1/s\le 1/p\). Multiplying by \(2a(s)\ge0\), integrating, and using \(2\int_p^q a(s)\,ds=\Gamma(q)/\pi\) gives

\[
\frac{\Gamma(q)}{\pi q}\le\lambda\le\frac{\Gamma(q)}{\pi p}.
\]

If \(p=q\), continuity forces \(a=0\), and every quantity here is zero.

In electronic-structure work, the window formula allows computed linewidths and a computed \(\lambda\) to be compared, within this zero-temperature, lowest-order model. For a full phonon spectrum, acoustic branches included, the comparison rests on the gapless case noted above, which the Lean theorems do not cover.

## The physics in Lean's terms

The Eliashberg function is `a : ℝ → ℝ`. The definition `linewidth a x` is \(\Gamma(x)\), and `massEnhancement a` is \(\lambda\) itself, not the mass ratio \(1+\lambda\). The set `Ioi 0` is the open half-line of positive energies, and `Icc p q` is the closed band.

In `massEnhancement_eq_integral_linewidth`, the hypotheses `ha` and `hnn` state continuity and nonnegativity, `hp` and `hpq` state \(0<p\le q\), and `hband` says that `a` vanishes off the band. The conclusion has two parts: `IntegrableOn` states the convergence, and the equation gives the value. The form of \(\lambda\) as an integral over the band alone is `massEnhancement_eq_band`.

The finite-window formula is `massEnhancement_eq_window`, which does not assume nonnegativity. The two inequalities are `massEnhancement_bounds`.

The linewidth formula enters as a definition. Identifying it with the width of a real electronic level is a separate physical step: a measured width also contains scattering from impurities and from other electrons, as well as phonon effects beyond lowest order.

## The complete Lean file

```lean
import Mathlib

open MeasureTheory Set Filter Topology Real

namespace MassEnhancementFromLinewidths

noncomputable section

/-- Zero-temperature electron linewidth at energy `x` above the Fermi level, for the
Eliashberg function `a`: `2π` times the integral of `a` from `0` to `x`. -/
def linewidth (a : ℝ → ℝ) (x : ℝ) : ℝ := 2 * π * ∫ s in (0 : ℝ)..x, a s

/-- Mass-enhancement parameter: twice the integral of `a s / s` over phonon energies `s > 0`. -/
def massEnhancement (a : ℝ → ℝ) : ℝ := 2 * ∫ s in Ioi (0 : ℝ), a s / s

/-- For `y > 0`, the coupling collected from phonons below `y` (times `π`), less the
linewidth at `y` divided by `y`. -/
def linewidthPrimitive (a : ℝ → ℝ) (y : ℝ) : ℝ :=
  2 * π * (∫ s in (0 : ℝ)..y, a s / s) - linewidth a y / y

variable {a : ℝ → ℝ} {p q : ℝ}

/-- A continuous function that vanishes below a positive energy `p` stays continuous
after division by a power of the energy. -/
lemma continuous_div_pow {g : ℝ → ℝ} (hg : Continuous g) (hp : 0 < p)
    (h0 : ∀ x < p, g x = 0) (n : ℕ) : Continuous fun x => g x / x ^ n := by
  rw [continuous_iff_continuousAt]
  intro x
  rcases lt_or_ge x p with hx | hx
  · have h : (fun y => g y / y ^ n) =ᶠ[𝓝 x] fun _ => (0 : ℝ) := by
      filter_upwards [Iio_mem_nhds hx] with y hy
      rw [h0 y hy, zero_div]
    exact continuousAt_const.congr h.symm
  · exact hg.continuousAt.div (continuous_pow n).continuousAt
      (pow_ne_zero n (hp.trans_le hx).ne')

/-- An integral over all positive energies stops at `X ≥ 0` if the integrand vanishes
above `X`. -/
lemma integral_Ioi_eq {f : ℝ → ℝ} {X : ℝ} (hX : 0 ≤ X) (hf : ∀ s, X < s → f s = 0) :
    ∫ s in Ioi (0 : ℝ), f s = ∫ s in (0 : ℝ)..X, f s := by
  rw [intervalIntegral.integral_of_le hX]
  exact MeasureTheory.setIntegral_eq_of_subset_of_forall_sdiff_eq_zero measurableSet_Ioi
    (fun s hs => hs.1) (fun s hs => hf s (not_le.mp fun h => hs.2 ⟨hs.1, h⟩))

/-- For a continuous Eliashberg function, the slope of the linewidth at energy `x`
is `2π a(x)`. -/
theorem hasDerivAt_linewidth (ha : Continuous a) (x : ℝ) :
    HasDerivAt (linewidth a) (2 * π * a x) x :=
  (ha.integral_hasStrictDerivAt 0 x).hasDerivAt.const_mul (2 * π)

/-- If the Eliashberg function vanishes above `q ≥ 0`, the linewidth is constant from `q` upwards.
-/
theorem linewidth_plateau (hq : 0 ≤ q) (h : ∀ s, q < s → a s = 0) {x : ℝ} (hx : q ≤ x) :
    linewidth a x = linewidth a q := by
  unfold linewidth
  rw [← integral_Ioi_eq hq h,
    ← integral_Ioi_eq (hq.trans hx) (fun s hs => h s (hx.trans_lt hs))]

/-- If the Eliashberg function vanishes outside the band `[p, q]` with `0 < p ≤ q`, the
mass enhancement is twice the integral of `a s / s` over the band. -/
theorem massEnhancement_eq_band (hp : 0 < p) (hpq : p ≤ q)
    (hband : ∀ s, s ∉ Icc p q → a s = 0) :
    massEnhancement a = 2 * ∫ s in p..q, a s / s := by
  have h : ∫ s in Ioi (0 : ℝ), a s / s = ∫ s in Icc p q, a s / s :=
    MeasureTheory.setIntegral_eq_of_subset_of_forall_sdiff_eq_zero measurableSet_Ioi
      (fun s hs => hp.trans_le hs.1) (fun s hs => by simp [hband s hs.2])
  rw [massEnhancement, h, intervalIntegral.integral_of_le hpq, integral_Icc_eq_integral_Ioc]

/-- Integration by parts in differential form: for a continuous Eliashberg function that
vanishes below `p > 0`, the derivative of `linewidthPrimitive` at `x > 0` is the linewidth
over `x ^ 2`. -/
theorem hasDerivAt_linewidthPrimitive (ha : Continuous a) (hp : 0 < p)
    (h0 : ∀ s < p, a s = 0) {x : ℝ} (hx : 0 < x) :
    HasDerivAt (linewidthPrimitive a) (linewidth a x / x ^ 2) x := by
  have hc : Continuous fun s => a s / s := by simpa using continuous_div_pow ha hp h0 1
  have h1 := (hc.integral_hasStrictDerivAt 0 x).hasDerivAt.const_mul (2 * π)
  have h2 := (hasDerivAt_linewidth ha x).fun_div (hasDerivAt_id' x) hx.ne'
  refine (h1.fun_sub h2).congr_deriv ?_
  -- the two terms containing `a x` cancel
  have e : a x / x = a x * x / x ^ 2 := by rw [pow_two, mul_div_mul_right _ _ hx.ne']
  show 2 * π * (a x / x) - (2 * π * a x * x - linewidth a x * 1) / x ^ 2
    = linewidth a x / x ^ 2
  linear_combination (2 * π) * e

/-- For a continuous Eliashberg function that vanishes below `p > 0`, both
`linewidthPrimitive` and the linewidth over energy squared are continuous. -/
lemma continuous_primitive_and_integrand (ha : Continuous a) (hp : 0 < p)
    (h0 : ∀ s < p, a s = 0) :
    Continuous (linewidthPrimitive a) ∧ Continuous fun x => linewidth a x / x ^ 2 := by
  have hc : Continuous fun s => a s / s := by simpa using continuous_div_pow ha hp h0 1
  have hG : Continuous (linewidth a) :=
    continuous_iff_continuousAt.2 fun x => (hasDerivAt_linewidth ha x).continuousAt
  -- the linewidth vanishes below `p`
  have hG0 : ∀ x < p, linewidth a x = 0 := by
    intro x hx
    have h : ∫ s in (0 : ℝ)..x, a s = ∫ _s in (0 : ℝ)..x, (0 : ℝ) :=
      intervalIntegral.integral_congr fun s hs =>
        h0 s (lt_of_le_of_lt hs.2 (max_lt hp hx))
    rw [linewidth, h]
    simp
  have h1 : Continuous fun y => 2 * π * ∫ s in (0 : ℝ)..y, a s / s :=
    continuous_const.mul (continuous_iff_continuousAt.2 fun x =>
      (hc.integral_hasStrictDerivAt 0 x).hasDerivAt.continuousAt)
  have h2 : Continuous fun y => linewidth a y / y := by
    simpa using continuous_div_pow hG hp hG0 1
  exact ⟨h1.sub h2, continuous_div_pow hG hp hG0 2⟩

/-- If the Eliashberg function vanishes above `X ≥ 0`, `linewidthPrimitive` at `X` is `π` times the
mass enhancement, less the linewidth at `X` over `X`. -/
lemma linewidthPrimitive_of_ge {X : ℝ} (hX : 0 ≤ X) (h : ∀ s, X < s → a s = 0) :
    linewidthPrimitive a X = π * massEnhancement a - linewidth a X / X := by
  unfold linewidthPrimitive massEnhancement
  rw [integral_Ioi_eq (f := fun s => a s / s) hX (fun s hs => by simp [h s hs])]
  ring

/-- **Mass enhancement from linewidths.** For a continuous nonnegative Eliashberg function
that vanishes outside `[p, q]`, `0 < p ≤ q`, the linewidth over energy squared is integrable
on positive energies, and its integral divided by `π` is the mass enhancement. -/
theorem massEnhancement_eq_integral_linewidth (ha : Continuous a) (hnn : ∀ s, 0 ≤ a s)
    (hp : 0 < p) (hpq : p ≤ q) (hband : ∀ s, s ∉ Icc p q → a s = 0) :
    IntegrableOn (fun x => linewidth a x / x ^ 2) (Ioi 0) ∧
      massEnhancement a = 1 / π * ∫ x in Ioi (0 : ℝ), linewidth a x / x ^ 2 := by
  have hq : 0 < q := hp.trans_le hpq
  have h0 : ∀ s < p, a s = 0 := fun s hs => hband s fun h => not_le_of_gt hs h.1
  have h1 : ∀ s, q < s → a s = 0 := fun s hs => hband s fun h => not_le_of_gt hs h.2
  have hcont : ContinuousWithinAt (linewidthPrimitive a) (Ici 0) 0 :=
    (continuous_primitive_and_integrand ha hp h0).1.continuousWithinAt
  have hderiv : ∀ x ∈ Ioi (0 : ℝ),
      HasDerivAt (linewidthPrimitive a) (linewidth a x / x ^ 2) x :=
    fun x hx => hasDerivAt_linewidthPrimitive ha hp h0 hx
  have hpos : ∀ x ∈ Ioi (0 : ℝ), 0 ≤ linewidth a x / x ^ 2 := fun x hx =>
    div_nonneg (mul_nonneg (by positivity)
      (intervalIntegral.integral_nonneg (le_of_lt hx) fun s _ => hnn s)) (sq_nonneg x)
  -- above the band the boundary term is a constant over `x` and dies out
  have hlim : Tendsto (linewidthPrimitive a) atTop (𝓝 (π * massEnhancement a)) := by
    have h : Tendsto (fun x : ℝ => π * massEnhancement a - linewidth a q / x) atTop
        (𝓝 (π * massEnhancement a - 0)) :=
      tendsto_const_nhds.sub (tendsto_const_nhds.div_atTop tendsto_id)
    rw [sub_zero] at h
    refine h.congr' ?_
    filter_upwards [eventually_ge_atTop q] with x hx
    rw [linewidthPrimitive_of_ge (hq.le.trans hx) (fun s hs => h1 s (hx.trans_lt hs)),
      linewidth_plateau hq.le h1 hx]
  have hF0 : linewidthPrimitive a 0 = 0 := by simp [linewidthPrimitive]
  have hI : ∫ x in Ioi (0 : ℝ), linewidth a x / x ^ 2
      = π * massEnhancement a - linewidthPrimitive a 0 :=
    integral_Ioi_of_hasDerivAt_of_nonneg hcont hderiv hpos hlim
  refine ⟨integrableOn_Ioi_deriv_of_nonneg hcont hderiv hpos hlim, ?_⟩
  rw [hI, hF0, sub_zero, one_div, inv_mul_cancel_left₀ Real.pi_ne_zero]

/-- Finite energy window: for a continuous Eliashberg function that vanishes outside `[p, q]`,
`0 < p ≤ q`, linewidths up to any `X ≥ q` give the mass enhancement exactly, once the
linewidth at `X` over `X` is added to the integral. -/
theorem massEnhancement_eq_window (ha : Continuous a) (hp : 0 < p) (hpq : p ≤ q)
    (hband : ∀ s, s ∉ Icc p q → a s = 0) {X : ℝ} (hX : q ≤ X) :
    massEnhancement a =
      1 / π * ((∫ x in (0 : ℝ)..X, linewidth a x / x ^ 2) + linewidth a X / X) := by
  have hX0 : 0 ≤ X := (hp.le.trans hpq).trans hX
  have h0 : ∀ s < p, a s = 0 := fun s hs => hband s fun h => not_le_of_gt hs h.1
  have h1 : ∀ s, X < s → a s = 0 :=
    fun s hs => hband s fun h => not_le_of_gt (hX.trans_lt hs) h.2
  obtain ⟨hF, hG⟩ := continuous_primitive_and_integrand ha hp h0
  have hF0 : linewidthPrimitive a 0 = 0 := by simp [linewidthPrimitive]
  have hI : ∫ x in (0 : ℝ)..X, linewidth a x / x ^ 2
      = linewidthPrimitive a X - linewidthPrimitive a 0 :=
    intervalIntegral.integral_eq_sub_of_hasDerivAt_of_le hX0 hF.continuousOn
      (fun x hx => hasDerivAt_linewidthPrimitive ha hp h0 hx.1) (hG.intervalIntegrable 0 X)
  rw [hI, hF0, sub_zero, linewidthPrimitive_of_ge hX0 h1, sub_add_cancel, one_div,
    inv_mul_cancel_left₀ Real.pi_ne_zero]

/-- For a continuous nonnegative Eliashberg function that vanishes outside `[p, q]`,
`0 < p ≤ q`, the mass enhancement lies between the linewidth at `q` divided by `π q` and
the same linewidth divided by `π p`. -/
theorem massEnhancement_bounds (ha : Continuous a) (hnn : ∀ s, 0 ≤ a s)
    (hp : 0 < p) (hpq : p ≤ q) (hband : ∀ s, s ∉ Icc p q → a s = 0) :
    linewidth a q / (π * q) ≤ massEnhancement a ∧
      massEnhancement a ≤ linewidth a q / (π * p) := by
  have hq : 0 ≤ q := hp.le.trans hpq
  have h0 : ∀ s < p, a s = 0 := fun s hs => hband s fun h => not_le_of_gt hs h.1
  have h1 : ∀ s, q < s → a s = 0 := fun s hs => hband s fun h => not_le_of_gt hs h.2
  have hc : Continuous fun s => a s / s := by simpa using continuous_div_pow ha hp h0 1
  have r : ∀ y, linewidth a q / (π * y) = 2 * ((∫ s in (0 : ℝ)..q, a s) / y) := by
    intro y
    rw [linewidth, mul_comm (2 : ℝ) π, mul_assoc, mul_div_mul_left _ _ Real.pi_ne_zero,
      mul_div_assoc]
  -- inside the band, `1 / s` lies between `1 / q` and `1 / p`
  have lower : ∫ s in (0 : ℝ)..q, a s / q ≤ ∫ s in (0 : ℝ)..q, a s / s := by
    refine intervalIntegral.integral_mono_on hq ((ha.div_const q).intervalIntegrable 0 q)
      (hc.intervalIntegrable 0 q) fun s hs => ?_
    rcases lt_or_ge s p with h | h
    · simp [h0 s h]
    · exact div_le_div_of_nonneg_left (hnn s) (hp.trans_le h) hs.2
  have upper : ∫ s in (0 : ℝ)..q, a s / s ≤ ∫ s in (0 : ℝ)..q, a s / p := by
    refine intervalIntegral.integral_mono_on hq (hc.intervalIntegrable 0 q)
      ((ha.div_const p).intervalIntegrable 0 q) fun s _ => ?_
    rcases lt_or_ge s p with h | h
    · simp [h0 s h]
    · exact div_le_div_of_nonneg_left (hnn s) hp h
  rw [intervalIntegral.integral_div] at lower upper
  rw [r, r, massEnhancement,
    integral_Ioi_eq (f := fun s => a s / s) hq (fun s hs => by simp [h1 s hs])]
  constructor <;> linarith

end

end MassEnhancementFromLinewidths
```

```lean
#print axioms MassEnhancementFromLinewidths.massEnhancement_eq_band
#print axioms MassEnhancementFromLinewidths.massEnhancement_eq_integral_linewidth
#print axioms MassEnhancementFromLinewidths.massEnhancement_eq_window
#print axioms MassEnhancementFromLinewidths.massEnhancement_bounds
```

```
'MassEnhancementFromLinewidths.massEnhancement_eq_band' depends on axioms: [propext, Classical.choice, Quot.sound]
'MassEnhancementFromLinewidths.massEnhancement_eq_integral_linewidth' depends on axioms: [propext, Classical.choice, Quot.sound]
'MassEnhancementFromLinewidths.massEnhancement_eq_window' depends on axioms: [propext, Classical.choice, Quot.sound]
'MassEnhancementFromLinewidths.massEnhancement_bounds' depends on axioms: [propext, Classical.choice, Quot.sound]
```

## From the quotient rule to the half-line integral

The function \(F\) is `linewidthPrimitive`. Lean sets division by zero to zero, so its value at the origin is 0, which is also the continuous value found above.

Continuity near zero energy comes from `continuous_div_pow`. Around a point below `p` the quotient is identically zero; at any other point the denominator is nonzero. The lemma is applied to `a` with power 1, and to the linewidth with powers 1 and 2. The latter uses the vanishing of the linewidth below `p`, shown inside `continuous_primitive_and_integrand`.

The derivative \(\Gamma'=2\pi a\) is `hasDerivAt_linewidth`, an application of the fundamental theorem of calculus. In `hasDerivAt_linewidthPrimitive`, `h1` differentiates the coupling integral and `h2` applies the quotient rule to \(\Gamma(x)/x\). The equation `e` puts \(a(x)/x\) over the denominator \(x^2\), and `linear_combination` then cancels the two terms containing \(a(x)\).

Above the band, `integral_Ioi_eq` replaces an integral over all positive energies by one that stops where the integrand has died out. It yields both the constant linewidth in `linewidth_plateau` and the formula \(F(X)=\pi\lambda-\Gamma(X)/X\) in `linewidthPrimitive_of_ge`.

The main theorem assembles these facts. `hcont` is continuity at the origin, `hderiv` the derivative, `hpos` the sign of the integrand and `hlim` the limit \(\pi\lambda\). From these four, `integrableOn_Ioi_deriv_of_nonneg` gives integrability and `integral_Ioi_of_hasDerivAt_of_nonneg` gives the value. Dividing by \(\pi\) finishes the proof.

The window theorem uses the same primitive on \([0,X]\). There the integrand is continuous, so the ordinary fundamental theorem suffices and the sign of `a` plays no part.

For the bounds, `lower` and `upper` compare \(a(s)/s\) with \(a(s)/q\) and \(a(s)/p\) pointwise on \([0,q]\). Below `p` all three vanish; from `p` upwards the comparison is that of the reciprocals. Monotonicity of the integral carries the inequalities over to \(\lambda\), with `r` rewriting the linewidth at `q` in terms of \(\int_0^q a(s)\,ds\).
